# Where the constrained ground energy is differentiable, its slope at the particle number of a grand-canonical minimiser is $W'(N_0)=\mu$

Q: Show me the smallest case in which a chemical potential turns into a derivative.

A: Take one state for each real particle number $x$, with energy $x^2$. This is a toy model: here and in the later examples on the real line, $x$ may be negative, as it could be if particles were counted from a reference filling. Fix a chemical potential $\mu$ and minimise $x^2-\mu x$. The minimum is at $x_0=\mu/2$. With one state per particle number, the lowest energy at particle number $N$ is $W(N)=N^2$, and its slope at $x_0$ is $2x_0=\mu$.

The mechanism shows without differentiating. Since $(N-x_0)^2\ge 0$ and $\mu=2x_0$,
$$N^2\ \ge\ x_0^2+\mu(N-x_0).$$
A line of slope $\mu$ touches $W$ at $x_0$ and stays below it. If $W$ has a tangent there, it must be this line.

Q: In a real system there are many states at each particle number, and the optimal one changes with $N$. Why doesn't that change enter the slope?

A: Because the line lies below every state, so it doesn't matter which one is optimal. Let $X$ be the set of allowed states, $f(x)$ the energy and $g(x)$ the particle number of a state $x$. Let $W(N)$ be the infimum of $f$ over the states with $g=N$. Suppose $x_0$ minimises $f-\mu g$ over $X$, and put $N_0=g(x_0)$.

First, compare $x_0$ with states of the same particle number. The terms $\mu N_0$ cancel, so $f(x_0)\le f(x)$ whenever $g(x)=N_0$. Hence $W(N_0)=f(x_0)$.

Second, compare $x_0$ with a state of particle number $N$. From $f(x_0)-\mu N_0\le f(x)-\mu N$ we get
$$f(x)\ \ge\ W(N_0)+\mu(N-N_0).$$
The right side is the same for all states with $g=N$, so it also bounds their infimum:
$$W(N)\ \ge\ W(N_0)+\mu(N-N_0).$$

Third, divide by $N-N_0$. For $N>N_0$ the quotient $\frac{W(N)-W(N_0)}{N-N_0}$ is at least $\mu$. For $N<N_0$ the division reverses the inequality, and the quotient is at most $\mu$. If $W$ is differentiable at $N_0$, both quotients tend to $W'(N_0)$, so $\mu\le W'(N_0)\le\mu$.

Q: Now the formal version. What is a state in it?

A: An element of an arbitrary type `α`. The set `X` selects the allowed ones, and `f` and `g` are real functions. The letters `f` and `g` stand for what a textbook would call $E$ and $N$; in the code `N` is a real value that the particle number may take.

```lean
import Mathlib

open Set Filter Topology

namespace ChemicalPotentialEnvelope

noncomputable section

variable {α : Type*} {X : Set α} {f g : α → ℝ} {μ : ℝ} {x₀ : α}
```

A sector collects the allowed states with a given particle number.

```lean
/-- The sector of particle number `N`: the states of `X` with `g x = N`. -/
def sector (X : Set α) (g : α → ℝ) (N : ℝ) : Set α := {x | x ∈ X ∧ g x = N}
```

Q: And `groundEnergy` is the energy of a ground state?

A: Only if the sector has one. It is an infimum, so no lowest state is required at the neighbouring particle numbers.

```lean
/-- The constrained ground energy `W(N)`: the infimum of the energy `f` over the sector of
particle number `N`, for non-empty sectors on which `f` is bounded below. -/
def groundEnergy (X : Set α) (f g : α → ℝ) (N : ℝ) : ℝ := sInf (f '' sector X g N)
```

The condition on $x_0$ is a global minimum over $X$, at zero temperature and fixed $\mu$. The constant $\mu$ is the energy per particle at which a reservoir exchanges particles with the system.

```lean
/-- The state `x₀` of `X` minimises the grand-canonical energy `f - μ g` over `X`. -/
def IsGrandMinimiser (X : Set α) (f g : α → ℝ) (μ : ℝ) (x₀ : α) : Prop :=
  x₀ ∈ X ∧ ∀ x ∈ X, f x₀ - μ * g x₀ ≤ f x - μ * g x
```

Q: Particle numbers are integers. What is a derivative with respect to $N$ supposed to mean?

A: Read $g$ as an average. For electrons in finitely many orbitals, let $X$ be the density matrices on Fock space, $f$ the mean energy and $g$ the mean particle number. Mixtures then reach every real number between zero and full occupation. This identification is the step from the model to a real system that the hypotheses leave to you: Lean sees two real functions on a set, with no Hamiltonian or number operator behind them.

Q: Then take me through the proof, beginning with the energy at $N_0$.

A: The first lemma says that a state of lowest energy in its sector has energy $W$. The proof shows that `f x₀` belongs to the set of sector energies and bounds it from below, which makes it the least element and therefore the infimum.

```lean
/-- If a state has the lowest energy among the states with its particle number, then the
constrained ground energy at that particle number is the energy of the state. -/
theorem groundEnergy_eq (hx₀ : x₀ ∈ X) (hmin : ∀ x ∈ X, g x = g x₀ → f x₀ ≤ f x) :
    groundEnergy X f g (g x₀) = f x₀ := by
  have h : IsLeast (f '' sector X g (g x₀)) (f x₀) := by
    refine ⟨⟨x₀, ⟨hx₀, rfl⟩, rfl⟩, ?_⟩
    rintro _ ⟨x, ⟨hx, hg⟩, rfl⟩
    exact hmin x hx hg
  exact h.csInf_eq
```

The next theorem is the line of slope $\mu$. It first derives the lowest-energy property of $x_0$ from the grand-canonical minimum, by the cancellation of $\mu N_0$. Then `le_csInf` passes from "every state of the sector lies above the line" to "the infimum does".

```lean
/-- A minimiser of `f - μ g` gives a line of slope `μ` that touches `W` at its particle number
and lies below `W` at every `N` whose sector is non-empty. -/
theorem supporting_line (h : IsGrandMinimiser X f g μ x₀) {N : ℝ}
    (hN : (sector X g N).Nonempty) :
    groundEnergy X f g (g x₀) + μ * (N - g x₀) ≤ groundEnergy X f g N := by
  have h0 : groundEnergy X f g (g x₀) = f x₀ := by
    refine groundEnergy_eq h.1 fun x hx hg => ?_
    have h1 := h.2 x hx
    rw [hg] at h1
    linarith
  rw [h0]
  -- every state of the sector lies above the line, hence so does the infimum
  refine le_csInf (hN.image f) ?_
  rintro _ ⟨x, ⟨hx, rfl⟩, rfl⟩
  have h1 := h.2 x hx
  linarith
```

Q: Does this say anything if I insist on integer particle numbers?

A: Yes, because it compares two sectors at any distance. If the sectors $N_0\pm1$ are non-empty, setting $N=N_0\pm1$ gives
$$W(N_0)-W(N_0-1)\ \le\ \mu\ \le\ W(N_0+1)-W(N_0).$$
The left side is minus the ionisation energy and the right side is minus the electron affinity, so $\mu$ lies in the gap between them. No derivative is needed.

Q: And when $W$ has a different slope on each side?

A: Then each side gives its own bound. Adding particles bounds $\mu$ from above: if the right derivative exists and equals $b$, then $\mu\le b$. In the statement, `𝓝[>] (g x₀)` means "close to $N_0$ and above it", and `Ioi (g x₀)` is the half-line above $N_0$.

```lean
/-- Adding particles: let `x₀` minimise `f - μ g` over `X`, and let the sectors just above `g x₀` be
non-empty. If the constrained ground energy has right derivative `b` at `g x₀`, then `μ ≤ b`. -/
theorem le_right_derivative (h : IsGrandMinimiser X f g μ x₀)
    (hne : ∀ᶠ N in 𝓝[>] (g x₀), (sector X g N).Nonempty) {b : ℝ}
    (hb : HasDerivWithinAt (groundEnergy X f g) b (Ioi (g x₀)) (g x₀)) : μ ≤ b := by
  have ht := (hasDerivWithinAt_iff_tendsto_slope' (by simp)).1 hb
  refine ge_of_tendsto ht ?_
  filter_upwards [hne, self_mem_nhdsWithin] with N hN hlt
  have hpos : 0 < N - g x₀ := sub_pos.2 hlt
  rw [slope_def_field, le_div_iff₀ hpos]
  linarith [supporting_line h hN]
```

The proof rewrites the one-sided derivative as a limit of `slope`, the difference quotient. The line gives $\mu\le$ slope for all $N$ slightly above $N_0$, and `ge_of_tendsto` carries the inequality to the limit.

Removing particles gives the other bound, $a\le\mu$, for a left derivative $a$. The proof has the same structure, except that the denominator is negative, and `div_le_iff_of_neg` accounts for the reversed inequality.

```lean
/-- Removing particles: let `x₀` minimise `f - μ g` over `X`, and let the sectors just below `g x₀`
be non-empty. If the constrained ground energy has left derivative `a` at `g x₀`, then `a ≤ μ`. -/
theorem left_derivative_le (h : IsGrandMinimiser X f g μ x₀)
    (hne : ∀ᶠ N in 𝓝[<] (g x₀), (sector X g N).Nonempty) {a : ℝ}
    (ha : HasDerivWithinAt (groundEnergy X f g) a (Iio (g x₀)) (g x₀)) : a ≤ μ := by
  have ht := (hasDerivWithinAt_iff_tendsto_slope' (by simp)).1 ha
  refine le_of_tendsto ht ?_
  filter_upwards [hne, self_mem_nhdsWithin] with N hN hlt
  have hneg : N - g x₀ < 0 := sub_neg.2 hlt
  -- dividing by a negative particle-number change reverses the inequality
  rw [slope_def_field, div_le_iff_of_neg hneg]
  linarith [supporting_line h hN]
```

Q: So the main theorem puts the two bounds together. What exactly does it assume?

A: Three things. The state $x_0$ minimises $f-\mu g$ over $X$, every sector with particle number close enough to $N_0$ is non-empty, and $W$ is differentiable at $N_0$. The conclusion `HasDerivAt (groundEnergy X f g) μ (g x₀)` says that the derivative exists and equals $\mu$.

```lean
/-- Let `x₀` minimise `f - μ g` over `X`, and let all sectors with particle number near `g x₀`
be non-empty. If the constrained ground energy `W` is differentiable at `g x₀`, its derivative
there is the chemical potential `μ`. -/
theorem hasDerivAt_groundEnergy (h : IsGrandMinimiser X f g μ x₀)
    (hne : ∀ᶠ N in 𝓝 (g x₀), (sector X g N).Nonempty)
    (hW : DifferentiableAt ℝ (groundEnergy X f g) (g x₀)) :
    HasDerivAt (groundEnergy X f g) μ (g x₀) := by
  have hd := hW.hasDerivAt
  have h1 := le_right_derivative h (hne.filter_mono nhdsWithin_le_nhds) hd.hasDerivWithinAt
  have h2 := left_derivative_le h (hne.filter_mono nhdsWithin_le_nhds) hd.hasDerivWithinAt
  exact hd.congr_deriv (le_antisymm h2 h1)
```

Differentiability supplies some derivative, which also serves as the right and the left derivative. The two previous theorems place $\mu$ on both sides of it, and `le_antisymm` makes them equal.

Q: Why must you ask for non-empty sectors? Surely a derivative of $W$ presupposes them.

A: In ordinary mathematics it does, but Lean gives the infimum of an empty set of reals the value $0$. If $X$ held a single state with $f=0$, the formal `groundEnergy` would be zero everywhere and have slope $0$, while that state would be a minimiser for every $\mu$. So at least some neighbouring sectors must be occupied.

Q: Can I go backwards? I compute at fixed $N_0$, find the slope $\mu$, and conclude that my state is the grand-canonical ground state at $\mu$.

A: You need something more than the slope. With $f=-x^2$ and $g=x$ on the real line, $W(N)=-N^2$ has slope $0$ at $N=0$, yet the state $0$ maximises $f$. Convexity of $W$ is enough to exclude this, because a convex function lies above its tangent:
$$f(x)\ \ge\ W(g(x))\ \ge\ W(N_0)+\mu\,(g(x)-N_0)=f(x_0)+\mu\,(g(x)-N_0).$$
Rearranged, this is minimality of $f-\mu g$ at $x_0$.

```lean
/-- Converse for convex ground energies: let `f` be bounded below in every sector, let `W` be
convex on the attainable particle numbers, and let `x₀` have the lowest energy in its sector.
If `W` has derivative `μ` at `g x₀`, then `x₀` minimises `f - μ g` over `X`. -/
theorem isGrandMinimiser_of_convex (hx₀ : x₀ ∈ X)
    (hmin : ∀ x ∈ X, g x = g x₀ → f x₀ ≤ f x)
    (hbdd : ∀ N, BddBelow (f '' sector X g N))
    (hconv : ConvexOn ℝ (g '' X) (groundEnergy X f g))
    (hW : HasDerivAt (groundEnergy X f g) μ (g x₀)) :
    IsGrandMinimiser X f g μ x₀ := by
  refine ⟨hx₀, fun x hx => ?_⟩
  have h0 := groundEnergy_eq hx₀ hmin
  have h1 : groundEnergy X f g (g x) ≤ f x :=
    csInf_le (hbdd (g x)) ⟨x, ⟨hx, rfl⟩, rfl⟩
  have m0 : g x₀ ∈ g '' X := ⟨x₀, hx₀, rfl⟩
  have m1 : g x ∈ g '' X := ⟨x, hx, rfl⟩
  -- a convex function lies above its tangent, on either side of the point of contact
  rcases lt_trichotomy (g x) (g x₀) with hlt | heq | hgt
  · have hs := hconv.slope_le_of_hasDerivAt m1 m0 hlt hW
    rw [slope_def_field, div_le_iff₀ (sub_pos.2 hlt)] at hs
    linarith
  · have h2 := hmin x hx heq
    rw [heq]
    linarith
  · have hs := hconv.le_slope_of_hasDerivAt m0 m1 hgt hW
    rw [slope_def_field, le_div_iff₀ (sub_pos.2 hgt)] at hs
    linarith
```

The set `g '' X` contains the particle numbers that occur. Convexity on it includes the requirement that they form an interval, so a strictly integer $g$ with more than one value doesn't qualify. The theorem also assumes that $x_0$ has the lowest energy in its sector and that $f$ is bounded below in each sector. The latter gives the first inequality of the chain, through `csInf_le`.

The proof then separates three cases. For $g(x)<N_0$ and $g(x)>N_0$, Mathlib's slope inequalities for convex functions give the tangent bound. For $g(x)=N_0$, the lowest-energy assumption is enough.

Q: My remaining worry is differentiability. An insulator has a gap, so its ground energy has a kink exactly at the particle number I care about.

A: There the main theorem is silent, and the one-sided bounds are what you have. The simplest kink comes from replacing $x^2$ in the opening example by $|x|$. Each sector still holds one state, so $W(N)=|N|$, with slopes $-1$ and $1$ on the two sides of $0$.

When is the state $0$ a minimiser of $|x|-\mu x$? Its value there is $0$, so we need $\mu x\le|x|$ for all $x$. The choices $x=1$ and $x=-1$ give $\mu\le1$ and $-\mu\le1$. Conversely, $|\mu|\le1$ gives $\mu x\le|\mu||x|\le|x|$. The state $0$ is therefore a minimiser for a whole interval of chemical potentials, and none of them is $W'(0)$, which doesn't exist.

```lean
/-- Differentiability cannot be dropped: for the energy `|x|` and particle number `x` on the
real line, `W` is not differentiable at `0`, and the state `0` minimises `|x| - μ x` exactly
when `|μ| ≤ 1`. -/
theorem kink_example :
    ¬ DifferentiableAt ℝ (groundEnergy univ (fun x : ℝ => |x|) (fun x => x)) 0 ∧
      ∀ μ : ℝ, IsGrandMinimiser univ (fun x : ℝ => |x|) (fun x => x) μ 0 ↔ |μ| ≤ 1 := by
  constructor
  · -- each sector holds a single state, so `W` is the absolute value
    have hW : groundEnergy univ (fun x : ℝ => |x|) (fun x => x) = (abs : ℝ → ℝ) := by
      funext N
      exact groundEnergy_eq (X := univ) (f := fun x : ℝ => |x|) (g := fun x => x)
        (x₀ := N) (mem_univ N) (fun x _ hx => le_of_eq (congrArg abs hx.symm))
    rw [hW]
    exact not_differentiableAt_abs_zero
  · intro μ
    constructor
    · intro h
      have h1 := h.2 1 (mem_univ _)
      have h2 := h.2 (-1) (mem_univ _)
      norm_num at h1 h2
      exact abs_le.2 ⟨by linarith, by linarith⟩
    · intro h
      refine ⟨mem_univ _, fun x _ => ?_⟩
      have h1 : μ * x ≤ |μ| * |x| := (le_abs_self _).trans (abs_mul μ x).le
      have h2 : |μ| * |x| ≤ 1 * |x| := mul_le_mul_of_nonneg_right h (abs_nonneg x)
      simp only [abs_zero, mul_zero, sub_zero]
      linarith

end

end ChemicalPotentialEnvelope
```

The first half of the proof identifies `groundEnergy` with the absolute value, using the lemma on lowest states, and cites its non-differentiability at $0$. The second half is the calculation above, with the same two test states.

```lean
#print axioms ChemicalPotentialEnvelope.hasDerivAt_groundEnergy
#print axioms ChemicalPotentialEnvelope.isGrandMinimiser_of_convex
#print axioms ChemicalPotentialEnvelope.kink_example
```

```
'ChemicalPotentialEnvelope.hasDerivAt_groundEnergy' depends on axioms: [propext, Classical.choice, Quot.sound]
'ChemicalPotentialEnvelope.isGrandMinimiser_of_convex' depends on axioms: [propext, Classical.choice, Quot.sound]
'ChemicalPotentialEnvelope.kink_example' depends on axioms: [propext, Classical.choice, Quot.sound]
```

Q: Where would I use the differentiable case, then?

A: In density-functional theory, for instance, the multiplier that enforces the electron number can be read as $\partial E/\partial N$, provided that the density is a global minimiser of $f-\mu g$, fractional electron numbers are allowed and the energy is differentiable at the number in question. In a zero-temperature calculation at fixed $\mu$, you can compare $\mu$ with difference quotients of fixed-$N$ energies, taken from the particle number $N_0$ of the minimiser. For exact minima over the same set of states, the backward quotient lies at or below $\mu$ and the forward one at or above it, whatever the step, as long as the sectors involved are non-empty.

Q: And if my minimiser is only a local one?

A: Then the inequality $f(x_0)-\mu g(x_0)\le f(x)-\mu g(x)$ fails for some state $x$ in $X$, and the theorem doesn't apply. A self-consistent solution that is only known to be stationary has to be shown to be a global minimum over the chosen $X$ before its multiplier can be identified with $W'(N_0)$ by this argument.
